# Fermion loop sums on a filled site vanish when vertices outnumber flavours

Consider a site with $N$ fermion flavours, all occupied, and $n$ density vertices labelled $i=0,\dots,n-1$. Vertex $i$ carries a flavour $f_i$. All creation operators stand to the left of all annihilation operators, so every equal-time contraction is $\langle c^\dagger_a c_b\rangle=\delta_{ab}$. A diagram is a permutation $p$ of the vertices, and its loops are the cycles of $p$, fixed points included; their number is $\ell(p)$. The diagram sum is

$$W(n,N)=\sum_p \operatorname{sgn}(p)\,N^{\ell(p)} .$$

The sign is that of the permutation. A convention with $-1$ per loop differs by the overall factor $(-1)^n$.

## From loops to distinct flavours

The claim is that

$$W(n,N)=\prod_{k=0}^{n-1}(N-k),$$

which is zero exactly when $n>N$.

The product $\prod_i\delta_{f_{p(i)},f_i}$ is 1 if flavour is constant along each loop of $p$, and 0 otherwise. Each loop has one free flavour, so summing over $f$ gives $N^{\ell(p)}$. Exchanging the two sums,

$$W(n,N)=\sum_f\sum_p\operatorname{sgn}(p)\prod_i\delta_{f_{p(i)},f_i}=\sum_f\det\left(\delta_{f_i,f_j}\right).$$

If all flavours differ, the matrix is the identity and the determinant is 1. If two coincide, two rows are equal and it is 0. Hence $W$ counts the assignments of distinct flavours: $N$ choices for the first vertex, $N-1$ for the next, and so on. None exists when $n>N$, which is Pauli exclusion.

Since the identity holds for every natural $N$, it is an identity of polynomials in a variable $X$. For $n\ge1$ the coefficient of $X$ in $X(X-1)\cdots(X-n+1)$ is $\prod_{k=1}^{n-1}(-k)$, so the single-loop diagrams sum to

$$(-1)^{n-1}(n-1)!\,N .$$

This is nonzero for $N\ge1$. Discarding exchange is a different truncation: it keeps only the identity permutation, which contributes $N^n$. For $n>N\ge1$ both truncations are nonzero although the full sum vanishes. With $n=2$ and $N=1$, the direct term $1$ and the exchange term $-1$ cancel, which is the self-interaction cancellation of Hartree–Fock theory reduced to one filled site with equal-time contractions.

## Diagrams and contractions in Lean

Vertices are elements of `Fin n`, flavours are elements of `Fin N`, and a diagram is a `Perm (Fin n)`. The function `loops` counts the classes of the relation "in the same cycle".

```lean
import Mathlib

open Equiv Polynomial

namespace WickLoopSum

noncomputable section

/-- The number of closed loops of the diagram `p`: the number of cycles of the permutation,
fixed points included. -/
def loops {n : ℕ} (p : Perm (Fin n)) : ℕ :=
  Nat.card (Quotient (Equiv.Perm.SameCycle.setoid p))
```

The contraction matrix encodes the filled site. Its Kronecker delta is a definition, not derived from a Fock state, and Wick's theorem enters through the choice of the determinant. Partial filling, time-dependent propagators and interaction lines are absent from the model.

```lean
/-- The matrix of equal-time contractions between `n` vertices with flavours `f` on a filled
site: one for equal flavours, zero otherwise. -/
def contraction {n N : ℕ} (f : Fin n → Fin N) : Matrix (Fin n) (Fin n) ℤ :=
  Matrix.of fun i j => if f i = f j then 1 else 0
```

The full sum and its single-loop part take integer values, because the signs can be negative.

```lean
/-- The sum of all diagrams with `n` vertices: each permutation carries its sign and a factor
`N` for every closed loop. -/
def wickSum (n N : ℕ) : ℤ :=
  ∑ p : Perm (Fin n), ((Perm.sign p : ℤˣ) : ℤ) * (N : ℤ) ^ loops p

/-- The part of the diagram sum that comes from diagrams with exactly one closed loop. -/
def singleLoopSum (n N : ℕ) : ℤ :=
  ∑ p ∈ Finset.univ.filter (fun p : Perm (Fin n) => loops p = 1),
    ((Perm.sign p : ℤˣ) : ℤ) * (N : ℤ) ^ loops p
```

## Flavour counting and the determinant

In `flavour_trace`, `key` shows by induction on powers of `p` that a conserved flavour is constant on each cycle. The equivalence `e` then identifies conserved assignments with free choices of one flavour per loop.

```lean
/-- The flavour assignments that are conserved along every line of the diagram `p` number
`N` to the power of the number of loops. -/
theorem flavour_trace {n : ℕ} (N : ℕ) (p : Perm (Fin n)) :
    (Finset.univ.filter (fun f : Fin n → Fin N => ∀ i, f (p i) = f i)).card
      = N ^ loops p := by
  -- a conserved flavour is constant on each cycle
  have key : ∀ f : Fin n → Fin N, (∀ i, f (p i) = f i) →
      ∀ a b, p.SameCycle a b → f a = f b := by
    intro f h a b hab
    have hn : ∀ (m : ℕ) (c : Fin n), f ((p ^ m) c) = f c := by
      intro m
      induction m with
      | zero => intro c; simp
      | succ m ih => intro c; rw [pow_succ, Perm.mul_apply, ih, h]
    obtain ⟨k, hk⟩ := hab
    obtain ⟨m, rfl | rfl⟩ := k.eq_nat_or_neg
    · rw [zpow_natCast] at hk
      rw [← hk, hn]
    · rw [zpow_neg, zpow_natCast] at hk
      have hb : (p ^ m) b = a := by
        rw [← hk, ← Perm.mul_apply, mul_inv_cancel, Perm.one_apply]
      rw [← hb, hn]
  -- hence it is the same as one free flavour per loop
  let e : {f : Fin n → Fin N // ∀ i, f (p i) = f i} ≃
      (Quotient (Equiv.Perm.SameCycle.setoid p) → Fin N) :=
    { toFun := fun f => Quotient.lift f.1 (fun a b h => key f.1 f.2 a b h)
      invFun := fun g => ⟨fun i => g (Quotient.mk _ i), fun i =>
        congrArg g (Quotient.sound (s := Equiv.Perm.SameCycle.setoid p)
          (show p.SameCycle i (p i) from ⟨1, by simp⟩)).symm⟩
      left_inv := fun f => Subtype.ext (funext fun i => rfl)
      right_inv := fun g => funext fun q => Quotient.inductionOn q (fun _ => rfl) }
  have hN : Nat.card (Fin N) = N := by simp
  have h1 : Fintype.card {f : Fin n → Fin N // ∀ i, f (p i) = f i} = N ^ loops p := by
    rw [← Nat.card_eq_fintype_card, Nat.card_congr e, Nat.card_fun, hN, loops]
  rw [← h1, Fintype.card_subtype]
```

The determinant has the two cases of the derivation: the identity matrix, or two equal rows.

```lean
/-- The Wick determinant of a flavour assignment is one if all vertices carry different
flavours, and zero if two flavours coincide. -/
theorem contraction_det {n N : ℕ} (f : Fin n → Fin N) :
    (contraction f).det = if Function.Injective f then 1 else 0 := by
  split_ifs with h
  · have h1 : contraction f = 1 := by
      ext i j
      simp [contraction, Matrix.one_apply, h.eq_iff]
    rw [h1, Matrix.det_one]
  · -- two vertices of equal flavour give two equal rows
    rw [Function.not_injective_iff] at h
    obtain ⟨i, j, hij, hne⟩ := h
    exact Matrix.det_zero_of_row_eq hne (by ext k; simp [contraction, hij])
```

Next, the determinant is expanded and the sums are exchanged. For each `p`, the product of contractions tests conservation on every line, and `flavour_trace` supplies the count.

```lean
/-- The sum over diagrams equals the sum of the Wick determinants over all flavour
assignments of the vertices. -/
theorem wickSum_eq_sum_det (n N : ℕ) :
    wickSum n N = ∑ f : Fin n → Fin N, (contraction f).det := by
  unfold wickSum
  simp_rw [Matrix.det_apply', Int.cast_id]
  rw [Finset.sum_comm]
  refine Finset.sum_congr rfl fun p _ => ?_
  rw [← Finset.mul_sum, ← Nat.cast_pow, ← flavour_trace]
  congr 1
  rw [Finset.card_filter, Nat.cast_sum]
  refine Finset.sum_congr rfl fun f _ => ?_
  -- the product of contractions tests flavour conservation on every line
  by_cases h : ∀ i, f (p i) = f i
  · simp [contraction, h]
  · rw [if_neg h, Nat.cast_zero]
    obtain ⟨i, hi⟩ := not_forall.mp h
    symm
    exact Finset.prod_eq_zero (Finset.mem_univ i) (by simp [contraction, hi])
```

Mathlib's `descFactorial` counts injective assignments in natural numbers. Induction on `n` turns it into the integer product; once `k` exceeds `N`, both sides are already zero.

```lean
/-- The number of ways to give `n` vertices different flavours out of `N`, written as the
product `N (N - 1) ... (N - n + 1)` of integers. -/
theorem cast_descFactorial (n N : ℕ) :
    (N.descFactorial n : ℤ) = ∏ k ∈ Finset.range n, ((N : ℤ) - k) := by
  induction n with
  | zero => simp
  | succ k ih =>
    rw [Nat.descFactorial_succ, Finset.prod_range_succ, ← ih, Nat.cast_mul]
    rcases le_or_gt k N with h | h
    · rw [Nat.cast_sub h]; ring
    · rw [Nat.descFactorial_eq_zero_iff_lt.mpr h]; simp
```

Combining these results gives the closed form for all `n` and `N`, including the empty product 1 at `n = 0`.

```lean
/-- The signed sum over all diagrams with `n` vertices and `N` flavours equals
`N (N - 1) ... (N - n + 1)`. -/
theorem wickSum_eq (n N : ℕ) :
    wickSum n N = ∏ k ∈ Finset.range n, ((N : ℤ) - k) := by
  have hc : (Finset.univ.filter
      (fun f : Fin n → Fin N => Function.Injective f)).card = N.descFactorial n := by
    rw [← Fintype.card_subtype,
      Fintype.card_congr (Equiv.subtypeInjectiveEquivEmbedding (Fin n) (Fin N)),
      Fintype.card_embedding_eq, Fintype.card_fin, Fintype.card_fin]
  rw [wickSum_eq_sum_det]
  simp_rw [contraction_det]
  rw [Finset.sum_boole, hc, cast_descFactorial]
```

The vanishing criterion is an equivalence, so the sum is nonzero whenever there are enough flavours.

```lean
/-- Pauli exclusion: the full diagram sum vanishes exactly when there are more vertices than
flavours. -/
theorem wickSum_eq_zero_iff (n N : ℕ) : wickSum n N = 0 ↔ N < n := by
  rw [wickSum_eq, ← cast_descFactorial, Nat.cast_eq_zero, Nat.descFactorial_eq_zero_iff_lt]
```

## Single loops and the direct term

Two polynomials that agree at all natural numbers are equal, which promotes the closed form to an identity in `X`.

```lean
/-- The loop expansion as an identity of polynomials, with the number of flavours replaced by
an indeterminate. -/
theorem loop_polynomial (n : ℕ) :
    ∑ p : Perm (Fin n), C ((Perm.sign p : ℤˣ) : ℤ) * X ^ loops p
      = ∏ k ∈ Finset.range n, (X - C (k : ℤ)) := by
  -- both sides agree at infinitely many points, the natural numbers
  refine Polynomial.eq_of_infinite_eval_eq _ _ (Set.infinite_of_injective_forall_mem
    (f := fun N : ℕ => (N : ℤ)) Nat.cast_injective fun N => ?_)
  show eval (N : ℤ) _ = eval (N : ℤ) _
  simp only [Polynomial.eval_finsetSum, eval_prod, eval_mul, eval_C, eval_pow, eval_X, eval_sub]
  exact wickSum_eq n N
```

The theorem for single loops is stated for `n + 1` vertices, so its `n` is one less than the $n$ used above. In the proof, `hR` computes the linear coefficient of the product, and `hL` identifies the single-loop sum with the linear coefficient of the loop expansion, times `N`.

```lean
/-- The diagrams with a single closed loop through `n + 1` vertices add up to
`(-1)^n n! N`. -/
theorem singleLoopSum_eq (n N : ℕ) :
    singleLoopSum (n + 1) N = (-1) ^ n * (n.factorial : ℤ) * N := by
  -- the linear coefficient of the falling factorial
  have hR : (∏ k ∈ Finset.range (n + 1), (X - C (k : ℤ))).coeff 1
      = (-1) ^ n * (n.factorial : ℤ) := by
    show coeff _ (0 + 1) = _
    rw [Finset.prod_range_succ', Nat.cast_zero, C_0, sub_zero, coeff_mul_X,
      coeff_zero_eq_eval_zero, eval_prod]
    induction n with
    | zero => simp
    | succ m ih =>
      rw [Finset.prod_range_succ, ih, Nat.factorial_succ]
      simp only [eval_sub, eval_X, eval_C]
      push_cast
      ring
  -- the single-loop diagrams are the linear term of the loop expansion
  have hL : singleLoopSum (n + 1) N = (∑ p : Perm (Fin (n + 1)),
      C ((Perm.sign p : ℤˣ) : ℤ) * X ^ loops p).coeff 1 * N := by
    rw [singleLoopSum, Polynomial.finsetSum_coeff, Finset.sum_mul, Finset.sum_filter]
    refine Finset.sum_congr rfl fun p _ => ?_
    rw [coeff_C_mul, coeff_X_pow]
    by_cases hp : loops p = 1
    · simp [hp]
    · simp [hp, Ne.symm hp]
  rw [hL, loop_polynomial, hR]
```

For nonvanishing, both bounds matter: with no vertices there is no single-loop diagram, and with no flavours the factor `N` is zero.

```lean
/-- With at least one vertex and at least one flavour, the single-loop part of the diagram
sum does not vanish. -/
theorem singleLoopSum_ne_zero {n N : ℕ} (hn : 1 ≤ n) (hN : 1 ≤ N) :
    singleLoopSum n N ≠ 0 := by
  obtain ⟨m, rfl⟩ := Nat.exists_eq_add_of_le' hn
  rw [singleLoopSum_eq]
  have h1 : (N : ℤ) ≠ 0 := by omega
  have h2 : (m.factorial : ℤ) ≠ 0 := by exact_mod_cast m.factorial_ne_zero
  exact mul_ne_zero (mul_ne_zero (pow_ne_zero _ (by norm_num)) h2) h1
```

For the direct term, the identity permutation conserves every flavour assignment, so `flavour_trace` counts all $N^n$ of them.

```lean
/-- The direct diagram, in which every vertex closes on itself and nothing is exchanged,
contributes `N^n`. -/
theorem direct_term (n N : ℕ) :
    ((Perm.sign (1 : Perm (Fin n)) : ℤˣ) : ℤ) * (N : ℤ) ^ loops (1 : Perm (Fin n))
      = (N : ℤ) ^ n := by
  have h : N ^ loops (1 : Perm (Fin n)) = N ^ n := by
    rw [← flavour_trace]
    simp
  rw [Perm.sign_one, Units.val_one, one_mul]
  exact_mod_cast h

end

end WickLoopSum
```

```lean
#print axioms WickLoopSum.wickSum_eq_zero_iff
#print axioms WickLoopSum.singleLoopSum_ne_zero
#print axioms WickLoopSum.direct_term
```

```
'WickLoopSum.wickSum_eq_zero_iff' depends on axioms: [propext, Classical.choice, Quot.sound]
'WickLoopSum.singleLoopSum_ne_zero' depends on axioms: [propext, Classical.choice, Quot.sound]
'WickLoopSum.direct_term' depends on axioms: [propext, Classical.choice, Quot.sound]
```
